# The zero-field splitting Hamiltonian of a real symmetric traceless tensor vanishes for spin 0 and 1/2 and determines the tensor from spin 1 upward

Give a spin-1/2 centre a zero-field splitting tensor, try to fit its five independent components to a spectrum, and the fit has nothing to hold on to: every choice of tensor gives the same Hamiltonian, namely zero. From spin 1 upward the opposite holds, and two different tensors never give the same matrix, although they can give the same energy levels.

The model is a single spin $S$ with $H=\sum_{ab}T_{ab}S_aS_b$ and $\hbar=1$. The tensor $T$ stands for the magnetic dipole coupling between unpaired electrons, or for an effective anisotropy of the same form. It is taken as given and not computed from a wavefunction.

```lean
import Mathlib

open Matrix
open Complex (I)

namespace ZeroFieldSplitting

noncomputable section
```

The file loads the library Mathlib and lets `I` denote the imaginary unit.

## The spin matrices

```lean
/-- The number `√(k (2S + 1 - k))`, for `n = 2S` and `k ≤ n + 1`. When `1 ≤ k ≤ n` it is the ladder
matrix element between the states number `k` and `k - 1`, counted from 0 at the top. -/
def ladderCoeff (n k : ℕ) : ℝ := √((k : ℝ) * (n + 1 - k))
```

Throughout, $n=2S$ is a natural number, so half-integer spins need no fractions. The states are numbered $k=0,1,\dots,n$ from the top, with $m=n/2-k$. The usual element $\sqrt{(S-m)(S+m+1)}$ then becomes $c_k=\sqrt{k(n+1-k)}$, which is `ladderCoeff n k`.

```lean
/-- The raising matrix `S₊` of spin `S = n/2`, in the basis `m = S, S - 1, …, -S`. -/
def raising (n : ℕ) : Matrix (Fin (n + 1)) (Fin (n + 1)) ℂ :=
  Matrix.of fun i j => if (i : ℕ) + 1 = j then (ladderCoeff n j : ℂ) else 0
```

`Fin (n + 1)` is the set of indices $0,\dots,n$, so this is a complex matrix of size $2S+1$. Its only nonzero entries are $(S_+)_{k-1,k}=c_k$, which take state $k$ to the next higher $m$.

```lean
/-- The lowering matrix `S₋` of spin `S = n/2`, in the same basis. -/
def lowering (n : ℕ) : Matrix (Fin (n + 1)) (Fin (n + 1)) ℂ :=
  Matrix.of fun i j => if (j : ℕ) + 1 = i then (ladderCoeff n i : ℂ) else 0
```

The lowering matrix is the transpose: $(S_-)_{k,k-1}=c_k$.

```lean
/-- The diagonal matrix `S_z` of spin `S = n/2`, with entries `m = S, S - 1, …, -S`. -/
def spinZ (n : ℕ) : Matrix (Fin (n + 1)) (Fin (n + 1)) ℂ :=
  Matrix.diagonal fun i => (n : ℂ) / 2 - ((i : ℕ) : ℂ)
```

$S_z$ is diagonal with entries $n/2-k$.

```lean
/-- The Cartesian spin matrices `S_x, S_y, S_z` of spin `S = n/2`. -/
def spin (n : ℕ) : Fin 3 → Matrix (Fin (n + 1)) (Fin (n + 1)) ℂ :=
  ![(1 / 2 : ℂ) • (raising n + lowering n), (-I / 2) • (raising n - lowering n), spinZ n]
```

The function `spin n` sends the indices 0, 1, 2 to $S_x=\tfrac12(S_++S_-)$, $S_y=-\tfrac i2(S_+-S_-)$ and $S_z$. The tensor components below carry the same numbers, so $T_{01}$ is the $xy$ component.

## The tensors and their Hamiltonian

```lean
/-- The real symmetric traceless `3 × 3` tensors. -/
def rankTwo : Submodule ℝ (Matrix (Fin 3) (Fin 3) ℝ) where
  carrier := {T | T.IsSymm ∧ T.trace = 0}
  add_mem' := fun h k => ⟨h.1.add k.1, by rw [Matrix.trace_add, h.2, k.2, add_zero]⟩
  zero_mem' := ⟨Matrix.transpose_zero, by simp⟩
  smul_mem' := fun c _ h => ⟨h.1.smul c, by rw [Matrix.trace_smul, h.2, smul_zero]⟩
```

`rankTwo` is the real vector space of $3\times3$ matrices with $T_{ab}=T_{ba}$ and $T_{00}+T_{11}+T_{22}=0$. The lines after `carrier` check that sums and real multiples stay inside it. An element `T` is a matrix `T.1` together with a proof `T.2` of the two conditions.

```lean
/-- The zero-field splitting Hamiltonian `∑ T_ab S_a S_b` of spin `S = n/2`, as a real-linear
function of the symmetric traceless tensor `T`. -/
def zfs (n : ℕ) : rankTwo →ₗ[ℝ] Matrix (Fin (n + 1)) (Fin (n + 1)) ℂ where
  toFun T := ∑ a, ∑ b, ((T.1 a b : ℝ) : ℂ) • (spin n a * spin n b)
  map_add' T U := by simp [add_smul, Finset.sum_add_distrib]
  map_smul' c T := by
    ext i j
    simp [Matrix.sum_apply, Finset.mul_sum, mul_assoc]
```

The arrow `→ₗ[ℝ]` means a real-linear map, and the last lines prove the linearity. The sum runs over all nine pairs, so an off-diagonal component such as $T_{01}$ enters with $S_xS_y+S_yS_x$.

## Three preparatory identities

```lean
/-- The square of `ladderCoeff n k` is `k (n + 1 - k)`, for `k ≤ n + 1`. -/
theorem ladderCoeff_mul_self (n k : ℕ) (h : k ≤ n + 1) :
    (ladderCoeff n k : ℂ) * ladderCoeff n k = k * (n + 1 - k) := by
  have h' : (k : ℝ) ≤ n + 1 := by exact_mod_cast h
  rw [ladderCoeff, ← Complex.ofReal_mul,
    Real.mul_self_sqrt (mul_nonneg (Nat.cast_nonneg k) (by linarith))]
  push_cast
  ring
```

This is $c_k^2=k(n+1-k)$, stated for complex numbers. The condition $k\le n+1$ keeps the quantity under the root nonnegative.

```lean
/-- The trace of `S₋S₊` is twice the trace of `S_z²`. -/
theorem trace_lowering_mul_raising (n : ℕ) :
    (lowering n * raising n).trace = 2 * (spinZ n * spinZ n).trace := by
  have hd : ∀ i : Fin (n + 1), (lowering n * raising n) i i =
      ((i : ℕ) : ℂ) * (n + 1 - ((i : ℕ) : ℂ)) := by
    intro i
    have hlt := i.isLt
    rw [Matrix.mul_apply]
    rcases Nat.eq_zero_or_pos (i : ℕ) with hi | hi
    · simp [lowering, hi]
    · have hk : (i : ℕ) - 1 + 1 = i := by omega
      rw [Finset.sum_eq_single (⟨i - 1, by omega⟩ : Fin (n + 1))]
      · simp only [raising, lowering, Matrix.of_apply, hk, ↓reduceIte]
        exact ladderCoeff_mul_self n i (by omega)
      · intro k _ hne
        have h : ¬ (k : ℕ) + 1 = i := fun h => hne (Fin.ext (show (k : ℕ) = i - 1 by omega))
        simp [lowering, h]
      · exact fun h => absurd (Finset.mem_univ _) h
  -- the difference of the two sums in closed form, for any number of terms
  have hs : ∀ N : ℕ, ∑ k ∈ Finset.range N,
      ((k : ℂ) * (n + 1 - k) - 2 * (((n : ℂ) / 2 - k) * ((n : ℂ) / 2 - k))) =
      N / 2 * (-2 * (N - 1) ^ 2 + 3 * n * (N - 1) - n ^ 2) := by
    intro N
    induction N with
    | zero => simp
    | succ N ih =>
      rw [Finset.sum_range_succ, ih]
      push_cast
      ring
  have h := hs (n + 1)
  rw [Finset.sum_range, Finset.sum_sub_distrib, ← Finset.mul_sum] at h
  simp only [Nat.cast_add, Nat.cast_one] at h
  simp only [Matrix.trace, Matrix.diag_apply, hd, spinZ, Matrix.diagonal_mul_diagonal,
    Matrix.diagonal_apply_eq]
  linear_combination h
```

The statement is $\operatorname{tr}(S_-S_+)=2\operatorname{tr}(S_z^2)$. By hand, the diagonal entry of $S_-S_+$ in state $k$ is $c_k^2=k(n+1-k)$, which is `hd`. It remains to compare two sums. For any number $N$ of terms, induction gives (`hs`)

$$\sum_{k=0}^{N-1}\Big[k(n+1-k)-2\big(\tfrac n2-k\big)^2\Big]=\tfrac N2\big[-2(N-1)^2+3n(N-1)-n^2\big].$$

At $N=n+1$ the bracket on the right is $-2n^2+3n^2-n^2=0$.

```lean
/-- The zero-field splitting Hamiltonian in ladder form, sorted by the change of `m`. -/
theorem zfs_ladder (n : ℕ) (T : rankTwo) : zfs n T =
    (T.1 2 2 : ℂ) • (spinZ n * spinZ n)
    + (((T.1 0 0 : ℂ) + T.1 1 1) / 4) • (raising n * lowering n + lowering n * raising n)
    + (((T.1 0 0 : ℂ) - T.1 1 1 - 2 * I * T.1 0 1) / 4) • (raising n * raising n)
    + (((T.1 0 0 : ℂ) - T.1 1 1 + 2 * I * T.1 0 1) / 4) • (lowering n * lowering n)
    + (((T.1 0 2 : ℂ) - I * T.1 1 2) / 2) • (spinZ n * raising n + raising n * spinZ n)
    + (((T.1 0 2 : ℂ) + I * T.1 1 2) / 2) • (spinZ n * lowering n + lowering n * spinZ n) := by
  have ⟨hs, _⟩ : T.1.IsSymm ∧ T.1.trace = 0 := T.2
  have hx : spin n 0 = (1 / 2 : ℂ) • (raising n + lowering n) := rfl
  have hy : spin n 1 = (-I / 2) • (raising n - lowering n) := rfl
  have hz : spin n 2 = spinZ n := rfl
  have hI : -I / 2 * (-I / 2) = -1 / 4 := by linear_combination (1 / 4 : ℂ) * Complex.I_sq
  have hyy : spin n 1 * spin n 1 =
      (-1 / 4 : ℂ) • ((raising n - lowering n) * (raising n - lowering n)) := by
    rw [hy]
    simp only [smul_mul_assoc, mul_smul_comm, smul_smul, hI]
  change ∑ a, ∑ b, ((T.1 a b : ℝ) : ℂ) • (spin n a * spin n b) = _
  simp only [Fin.sum_univ_three, hs.apply 0 1, hs.apply 0 2, hs.apply 1 2, hyy]
  simp only [hx, hy, hz, smul_mul_assoc, mul_smul_comm, mul_add, add_mul, mul_sub, sub_mul]
  module
```

Here the Hamiltonian is sorted by how much each term changes $m$. With $\{A,B\}=AB+BA$, inserting the definitions gives

$$\begin{aligned}
S_x^2&=\tfrac14\big(S_+^2+S_-^2+\{S_+,S_-\}\big),\\
S_y^2&=\tfrac14\big(-S_+^2-S_-^2+\{S_+,S_-\}\big),\\
\{S_x,S_y\}&=-\tfrac i2\big(S_+^2-S_-^2\big),\\
\{S_x,S_z\}&=\tfrac12\big(\{S_z,S_+\}+\{S_z,S_-\}\big),\\
\{S_y,S_z\}&=-\tfrac i2\big(\{S_z,S_+\}-\{S_z,S_-\}\big).
\end{aligned}$$

Multiplying by the components and collecting terms yields

$$\begin{aligned}
H={}&T_{22}S_z^2+\tfrac{T_{00}+T_{11}}4\{S_+,S_-\}\\
&+\tfrac{T_{00}-T_{11}-2iT_{01}}4S_+^2+\tfrac{T_{00}-T_{11}+2iT_{01}}4S_-^2\\
&+\tfrac{T_{02}-iT_{12}}2\{S_z,S_+\}+\tfrac{T_{02}+iT_{12}}2\{S_z,S_-\}.
\end{aligned}$$

The proof expands the nine products, uses the symmetry of $T$ through `hs.apply`, and leaves the collecting to the tactic `module`. No commutator is needed.

## Trace, vanishing and injectivity

```lean
/-- For spin `S = n/2` the map `T ↦ ∑ T_ab S_a S_b` on real symmetric traceless tensors has
traceless values, is zero for `S = 0` and `S = 1/2`, and is injective for `S ≥ 1`. -/
theorem zfs_rank_two (n : ℕ) :
    (∀ T, (zfs n T).trace = 0) ∧ (n ≤ 1 → zfs n = 0) ∧
      (2 ≤ n → Function.Injective (zfs n)) := by
  refine ⟨fun T => ?_, fun hn => LinearMap.ext fun T => ?_, fun hn =>
    (injective_iff_map_eq_zero (zfs n)).mpr fun T hT => ?_⟩
  all_goals
    have ⟨hs, ht⟩ : T.1.IsSymm ∧ T.1.trace = 0 := T.2
    rw [Matrix.trace_fin_three] at ht
    have htr : (T.1 0 0 : ℂ) + T.1 1 1 + T.1 2 2 = 0 := by exact_mod_cast ht
  · -- products that change `m` have no trace
    have hPP : (raising n * raising n).trace = 0 := by
      simp only [Matrix.trace, Matrix.diag_apply, Matrix.mul_apply, raising, Matrix.of_apply]
      refine Finset.sum_eq_zero fun i _ => Finset.sum_eq_zero fun k _ => ?_
      by_cases h : (i : ℕ) + 1 = k
      · rw [if_neg (show ¬ (k : ℕ) + 1 = i by omega), mul_zero]
      · rw [if_neg h, zero_mul]
    have hMM : (lowering n * lowering n).trace = 0 := by
      rw [show lowering n = (raising n)ᵀ from rfl, ← Matrix.transpose_mul,
        Matrix.trace_transpose, hPP]
    have hZP : (spinZ n * raising n).trace = 0 := by simp [Matrix.trace, spinZ, raising]
    have hZM : (spinZ n * lowering n).trace = 0 := by simp [Matrix.trace, spinZ, lowering]
    rw [zfs_ladder]
    simp only [Matrix.trace_add, Matrix.trace_smul, smul_eq_mul, hPP, hMM, hZP, hZM,
      Matrix.trace_mul_comm (raising n) (spinZ n), Matrix.trace_mul_comm (lowering n) (spinZ n),
      Matrix.trace_mul_comm (raising n) (lowering n), trace_lowering_mul_raising]
    linear_combination (spinZ n * spinZ n).trace * htr
  · rw [zfs_ladder, LinearMap.zero_apply]
    interval_cases n
    · -- spin 0: all spin matrices vanish
      have hP : raising 0 = 0 := by ext i j; fin_cases i; fin_cases j; simp [raising]
      have hM : lowering 0 = 0 := by ext i j; fin_cases i; fin_cases j; simp [lowering]
      have hZ : spinZ 0 = 0 := by ext i j; fin_cases i; fin_cases j; simp [spinZ]
      simp [hP, hM, hZ]
    · -- spin 1/2: the anticommutators leave only the trace of the tensor
      obtain ⟨h1, h2, h3, h4, h5, h6⟩ : spinZ 1 * spinZ 1 = (1 / 4 : ℂ) • 1 ∧
          raising 1 * lowering 1 + lowering 1 * raising 1 = 1 ∧
          raising 1 * raising 1 = 0 ∧ lowering 1 * lowering 1 = 0 ∧
          spinZ 1 * raising 1 + raising 1 * spinZ 1 = 0 ∧
          spinZ 1 * lowering 1 + lowering 1 * spinZ 1 = 0 := by
        refine ⟨?_, ?_, ?_, ?_, ?_, ?_⟩ <;> ext i j <;> fin_cases i <;> fin_cases j <;>
          norm_num [spinZ, raising, lowering, ladderCoeff, Matrix.mul_apply,
            Matrix.diagonal_apply, Fin.sum_univ_succ]
      rw [h1, h2, h3, h4, h5, h6]
      linear_combination (norm := module)
        ((1 / 4 : ℂ) * htr) • (1 : Matrix (Fin (1 + 1)) (Fin (1 + 1)) ℂ)
  · -- spin at least 1: read the row of the highest state
    obtain ⟨i0, h0⟩ : ∃ i : Fin (n + 1), (i : ℕ) = 0 := ⟨⟨0, by omega⟩, rfl⟩
    obtain ⟨i1, h1⟩ : ∃ i : Fin (n + 1), (i : ℕ) = 1 := ⟨⟨1, by omega⟩, rfl⟩
    obtain ⟨i2, h2⟩ : ∃ i : Fin (n + 1), (i : ℕ) = 2 := ⟨⟨2, by omega⟩, rfl⟩
    have hP : ∀ (X : Matrix (Fin (n + 1)) (Fin (n + 1)) ℂ) j,
        (raising n * X) i0 j = ladderCoeff n 1 * X i1 j := by
      intro X j
      rw [Matrix.mul_apply, Finset.sum_eq_single i1]
      · simp [raising, h0, h1]
      · intro k _ hk
        have h : ¬ (i0 : ℕ) + 1 = k := fun h => hk (Fin.ext (by omega))
        simp only [raising, Matrix.of_apply, if_neg h, zero_mul]
      · exact fun h => absurd (Finset.mem_univ _) h
    have hM : ∀ (X : Matrix (Fin (n + 1)) (Fin (n + 1)) ℂ) j, (lowering n * X) i0 j = 0 := by
      intro X j
      rw [Matrix.mul_apply]
      exact Finset.sum_eq_zero fun k _ => by simp [lowering, h0]
    have hZ : ∀ (X : Matrix (Fin (n + 1)) (Fin (n + 1)) ℂ) j,
        (spinZ n * X) i0 j = n / 2 * X i0 j := by
      intro X j
      simp [spinZ, Matrix.diagonal_mul, h0]
    have row := fun j => congrFun (congrFun ((zfs_ladder n T).symm.trans hT) i0) j
    simp only [Matrix.add_apply, Matrix.smul_apply, smul_eq_mul, hP, hM, hZ,
      Matrix.zero_apply] at row
    have e0 := row i0
    have e1 := row i1
    have e2 := row i2
    simp only [raising, lowering, spinZ, Matrix.of_apply, Matrix.diagonal_apply, Fin.ext_iff,
      h0, h1, h2, Nat.reduceAdd, Nat.reduceEqDiff, zero_add, zero_ne_one, one_ne_zero,
      ↓reduceIte, Nat.cast_zero, Nat.cast_one] at e0 e1 e2
    have hn' : (2 : ℝ) ≤ n := by exact_mod_cast hn
    have hc1 : (ladderCoeff n 1 : ℂ) ≠ 0 := Complex.ofReal_ne_zero.mpr
      (Real.sqrt_pos.mpr (by push_cast; linarith)).ne'
    have hc2 : (ladderCoeff n 2 : ℂ) ≠ 0 := Complex.ofReal_ne_zero.mpr
      (Real.sqrt_pos.mpr (by push_cast; linarith)).ne'
    have hn0 : (n : ℂ) ≠ 0 := by exact_mod_cast (by omega : n ≠ 0)
    have hn1 : (n : ℂ) - 1 ≠ 0 := sub_ne_zero.mpr (by exact_mod_cast (by omega : n ≠ 1))
    have hsq := ladderCoeff_mul_self n 1 (by omega)
    rw [Nat.cast_one] at hsq
    have reim : ∀ a b : ℝ, (a : ℂ) + b * I = 0 → a = 0 ∧ b = 0 := by
      intro a b h
      have hr := congrArg Complex.re h
      have hi := congrArg Complex.im h
      simp at hr hi
      exact ⟨hr, hi⟩
    -- the elements with `Δm = 2`, `Δm = 1` and `Δm = 0`
    have f2 : ((T.1 0 0 : ℂ) - T.1 1 1 - 2 * I * T.1 0 1) = 0 := by
      apply (mul_eq_zero.mp _).resolve_right (mul_ne_zero hc1 hc2)
      linear_combination 4 * e2
    have f1 : ((T.1 0 2 : ℂ) - I * T.1 1 2) = 0 := by
      apply (mul_eq_zero.mp _).resolve_right (mul_ne_zero hc1 hn1)
      linear_combination 2 * e1
    have f0 : (T.1 2 2 : ℂ) = 0 := by
      apply (mul_eq_zero.mp _).resolve_right (mul_ne_zero hn0 hn1)
      linear_combination 4 * e0 - ((T.1 0 0 : ℂ) + T.1 1 1) * hsq - (n : ℂ) * htr
    obtain ⟨a1, a2⟩ := reim (T.1 0 0 - T.1 1 1) (-2 * T.1 0 1)
      (by push_cast; linear_combination f2)
    obtain ⟨b1, b2⟩ := reim (T.1 0 2) (-T.1 1 2) (by push_cast; linear_combination f1)
    have t22 : T.1 2 2 = 0 := by exact_mod_cast f0
    have t00 : T.1 0 0 = 0 := by linarith
    have t11 : T.1 1 1 = 0 := by linarith
    have t01 : T.1 0 1 = 0 := by linarith
    have t12 : T.1 1 2 = 0 := by linarith
    have t10 := (hs.apply 0 1).trans t01
    have t20 := (hs.apply 0 2).trans b1
    have t21 := (hs.apply 1 2).trans t12
    apply Subtype.ext
    ext a b
    fin_cases a <;> fin_cases b <;> simp [t00, t11, t22, t01, t12, b1, t10, t20, t21]

end

end ZeroFieldSplitting
```

```lean
#print axioms ZeroFieldSplitting.zfs_rank_two
```

```
'ZeroFieldSplitting.zfs_rank_two' depends on axioms: [propext, Classical.choice, Quot.sound]
```

The statement joins three claims with `∧`, for every $n$: all values of the map have trace zero; if $n\le1$ the map is zero; if $n\ge2$ it is injective. The command `refine` splits them, and each is proved from the ladder form.

**Trace.** A product that changes $m$ has no diagonal entries, so only the first two terms of $H$ contribute. Since $\operatorname{tr}(S_+S_-)=\operatorname{tr}(S_-S_+)=2\operatorname{tr}(S_z^2)$,

$$\operatorname{tr}H=(T_{22}+T_{00}+T_{11})\operatorname{tr}(S_z^2)=0.$$

The mean of the levels is therefore not shifted.

**Spin 0 and 1/2.** The tactic `interval_cases` treats $n=0$ and $n=1$ separately. For $n=0$ the three spin matrices are the number 0. For $n=1$ one has $S_z^2=\tfrac14$, $\{S_+,S_-\}=1$, $S_\pm^2=0$ and $\{S_z,S_\pm\}=0$, which Lean checks entry by entry. What remains is $H=\tfrac14(T_{00}+T_{11}+T_{22})\,\mathbb 1=0$.

**Spin 1 and above.** For a linear map, injectivity means that only $T=0$ gives $H=0$. Assume $H=0$ and read row 0, the row of the highest state. Its entries in columns 2, 1 and 0 (`e2`, `e1`, `e0`) are

$$\begin{aligned}
H_{02}&=\tfrac14(T_{00}-T_{11}-2iT_{01})\,c_1c_2,\\
H_{01}&=\tfrac12(T_{02}-iT_{12})\,c_1(n-1),\\
H_{00}&=\tfrac{n^2}4T_{22}+\tfrac n4(T_{00}+T_{11})=\tfrac{n(n-1)}4T_{22}.
\end{aligned}$$

The last line uses $c_1^2=n$ and the vanishing trace of $T$. For $n\ge2$ the factors $c_1$, $c_2$, $n$ and $n-1$ are nonzero, so the tensor combinations vanish (`f2`, `f1`, `f0`). The components are real, so `reim` can separate real and imaginary parts: $T_{00}=T_{11}$ and $T_{01}=T_{02}=T_{12}=0$. With $T_{22}=0$ and the trace condition, $T_{00}$ and $T_{11}$ vanish too.

Injectivity concerns the matrix in a fixed basis, not its eigenvalues. Rotating $T$ leaves the zero-field levels unchanged, so those levels alone cannot fix the orientation of the tensor.

## Extracting the tensor in a program

Suppose a calculation delivers an effective Hamiltonian of this form for one isolated multiplet, in the basis and phases used above. A constant energy offset, if present, is first removed by subtracting the mean of the diagonal entries from each of them. For $n\ge2$ the top row then gives the tensor directly:

$$T_{22}=\frac{4H_{00}}{n(n-1)},\quad T_{02}-iT_{12}=\frac{2H_{01}}{(n-1)\sqrt n},\quad T_{00}-T_{11}-2iT_{01}=\frac{4H_{02}}{\sqrt{2n(n-1)}}.$$

A routine that does this should reject singlets and doublets before it divides.

## Tensors that break the conditions

Without the trace condition, take $T=\mathbb 1$ at spin 1/2. Then $H=S_x^2+S_y^2+S_z^2=\tfrac34\mathbb 1$, which is neither zero nor traceless.

Without symmetry, take $T_{01}=1$, $T_{10}=-1$ and all other components zero. Then $H=S_xS_y-S_yS_x=iS_z$, which is not zero at spin 1/2. It is not Hermitian either, so such a tensor does not give a physical Hamiltonian.

Without $n\ge2$, injectivity fails: at spin 1/2 the nonzero tensor $\operatorname{diag}(1,1,-2)$ gives $H=0$.
